# A constant potential in the ZORA kinetic factor counts the small component as extra charge

Let a normalised ZORA orbital f have small component g, and let an external potential enter both the potential energy and the kinetic factor. In a finite one-electron model with the other potentials held fixed, and for an eigenvector that is continuous at zero field, a constant external potential changes the energy at the initial rate 1 + ‖g‖² per unit potential. The correct rate is 1. A finite-field dipole therefore shifts with the origin as if the electron had the wrong charge.

## Where the field enters

In atomic units, with c the speed of light, p the momentum and σ the Pauli matrices, the zeroth-order regular approximation (ZORA) replaces the kinetic energy p²/2 by σ·p c²/(2c² − V) σ·p. The potential V, meaning the electron's potential energy, appears in the denominator, so a field added to V also changes the kinetic energy. A constant added to the potential should only move the zero of energy, but here it changes the kinetic factor too.

In the finite model, i labels orbital components and j labels small-component points. The matrix B stands for σ·p, v_j is the field-free potential, and A is a Hermitian matrix holding the remaining field-free terms. A field of strength F adds the potential energy F x_i in the orbital space and F z_j in the kinetic factor:

H(F) = A + F diag(x_i) + B† diag(k_j(F)) B

k_j(F) = c²/(2c² − v_j − F z_j)

For a dipole field, x_i and z_j are the same coordinate, represented in the two spaces.

## The slope of the energy

Suppose that v_j < 2c² for all j, and that H(F) f(F) = E(F) f(F) for all F near 0, with f continuous at 0 and f(0) of unit norm. Write f for f(0) and set

g_j = c (Bf)_j/(2c² − v_j).

Then E is differentiable at 0, with

E′(0) = Σ x_i |f_i|² + Σ z_j |g_j|².

This is `hasDerivAt_energy`. In Lean, `zoraH` is H(F), `smallComp` is g, and `∀ᶠ F in 𝓝 0` means "for all F in some neighbourhood of 0". The bound `hv` keeps the potential below 2c², where the kinetic factor is positive; attractive nuclear potentials satisfy it. The vectors f(F) need not be normalised away from F = 0, and f need not be differentiable.

`uniform_shift` compares two perturbations, the second with s added to every x_i and z_j. If both eigenvector branches start from the same f, the slopes differ by s(1 + ‖g‖²). This common starting vector is assumed; at a degenerate level the two perturbations may select different states.

The model has an orthonormal finite basis in which the perturbation is diagonal. A and v do not depend on F, so there is no self-consistent response, and the existence of the continuous branch is a hypothesis.

## From two field strengths to the derivative

The kinetic factor changes by

k_j(F) − k_j(0) = c² [(2c² − v_j) − (2c² − v_j − F z_j)] / [(2c² − v_j − F z_j)(2c² − v_j)] = F r_j(F),

r_j(F) = c² z_j / [(2c² − v_j − F z_j)(2c² − v_j)].

Let u = f(0) and w = f(F). Since H(0) is Hermitian,

⟨u, H(0)w⟩ = E(0)⟨u, w⟩ and ⟨u, H(F)w⟩ = E(F)⟨u, w⟩.

Subtracting gives an identity with no higher-order remainder:

(E(F) − E(0))⟨u, w⟩ = F R(F),

R(F) = Σ x_i u_i* w_i + Σ r_j(F) (Bu)_j* (Bw)_j.

Near F = 0 the overlap ⟨u, w⟩ is close to 1, so for F ≠ 0 we may divide by it and by F. As F → 0, w tends to u and the quotient tends to R(0). Since

r_j(0) |(Bf)_j|² = z_j c² |(Bf)_j|²/(2c² − v_j)² = z_j |g_j|²,

R(0) is the stated slope. Adding s to all x_i and z_j adds

s(Σ |f_i|² + Σ |g_j|²) = s(1 + ‖g‖²).

For a free particle with B = pσ_x and f = (1, 0), the small component is g = (0, p/(2c)). In a constant potential F,

E(F) = F + p²c²/(2c² − F), so E′(0) = 1 + p²/(4c²).

At p = c/10 the slope is 1.0025.

## The extra term in a finite-field dipole

A finite-field calculation obtains energies at +F and −F and forms [E(F) − E(−F)]/(2F). The dipole is minus the derivative of the energy with respect to the field, so the electronic dipole is taken as minus this quotient. If the kinetic factor is rebuilt with the field included, this quotient approaches Σ x_i |f_i|² + Σ z_j |g_j|². The expectation value of the coordinate in the orbital gives only the first sum.

For a neutral system of non-interacting electrons, adding s to all coordinates should leave the dipole unchanged. Here the nuclear and electronic shifts fail to cancel by s times the sum of ‖g‖² over the occupied orbitals. If the kinetic factor is instead kept at its field-free value, then z_j = 0 and the extra term is absent.

## The complete Lean file

```lean
import Mathlib

open Matrix Filter Topology

namespace ZoraFiniteField

noncomputable section

variable {n m : Type*} [Fintype n] [Fintype m] [DecidableEq n] [DecidableEq m]

/-- The ZORA kinetic factor `c² / (2c² - v - F z)` at one point, for potential `v` and
perturbation `F z`; its domain is `v + F z ≠ 2c²`. -/
def kineticFactor (c v z F : ℝ) : ℝ := c ^ 2 / (2 * c ^ 2 - v - F * z)

/-- The difference quotient of the kinetic factor between field strengths `0` and `F`, with the
derivative as its value at `F = 0`; its domain is `v ≠ 2c²` and `v + F z ≠ 2c²`. -/
def responseFactor (c v z F : ℝ) : ℝ :=
  c ^ 2 * z / ((2 * c ^ 2 - v - F * z) * (2 * c ^ 2 - v))

/-- The ZORA Hamiltonian in a field of strength `F`, which enters both the potential energy
(through `x`) and the kinetic factor (through `z`); its domain is `v j + F z j ≠ 2c²`. -/
def zoraH (A : Matrix n n ℂ) (B : Matrix m n ℂ) (c : ℝ) (v : m → ℝ) (x : n → ℝ)
    (z : m → ℝ) (F : ℝ) : Matrix n n ℂ :=
  A + diagonal (fun i => ((F * x i : ℝ) : ℂ)) +
    Bᴴ * diagonal (fun j => (kineticFactor c (v j) (z j) F : ℂ)) * B

/-- The small component `g j = c (B f) j / (2c² - v j)` belonging to the orbital `f`;
its domain is `v j ≠ 2c²`. -/
def smallComp (B : Matrix m n ℂ) (c : ℝ) (v : m → ℝ) (f : n → ℂ) (j : m) : ℂ :=
  (c : ℂ) * (B *ᵥ f) j / ((2 * c ^ 2 - v j : ℝ) : ℂ)

/-- The matrix element between `u` and `w` of the change of the ZORA Hamiltonian per unit field
between strengths `0` and `F`, with the derivative as its value at `F = 0`; its domain is
`v j ≠ 2c²` and `v j + F z j ≠ 2c²`. -/
def fieldResponse (B : Matrix m n ℂ) (c : ℝ) (v : m → ℝ) (x : n → ℝ) (z : m → ℝ)
    (F : ℝ) (u w : n → ℂ) : ℂ :=
  ∑ i, (x i : ℂ) * (star (u i) * w i) +
    ∑ j, (responseFactor c (v j) (z j) F : ℂ) * (star ((B *ᵥ u) j) * (B *ᵥ w) j)

variable {A : Matrix n n ℂ} {B : Matrix m n ℂ} {c : ℝ} {v z : m → ℝ} {x : n → ℝ}

omit [Fintype n] in
/-- The ZORA Hamiltonian is Hermitian at every field strength if `A` is. -/
theorem zoraH_isHermitian (hA : A.IsHermitian) (F : ℝ) :
    (zoraH A B c v x z F).IsHermitian := by
  have h1 : star (fun i => ((F * x i : ℝ) : ℂ)) = fun i => ((F * x i : ℝ) : ℂ) :=
    funext fun i => Complex.conj_ofReal _
  have h2 : star (fun j => (kineticFactor c (v j) (z j) F : ℂ)) =
      fun j => (kineticFactor c (v j) (z j) F : ℂ) :=
    funext fun j => Complex.conj_ofReal _
  unfold Matrix.IsHermitian zoraH
  rw [conjTranspose_add, conjTranspose_add, conjTranspose_mul, conjTranspose_mul,
    conjTranspose_conjTranspose, diagonal_conjTranspose, diagonal_conjTranspose,
    hA.eq, h1, h2, Matrix.mul_assoc]

/-- A matrix element of the ZORA Hamiltonian splits into the part from `A`, the potential energy in
the field, and the ZORA kinetic energy, which contains the kinetic factor. -/
theorem matrixElement (F : ℝ) (u w : n → ℂ) :
    star u ⬝ᵥ (zoraH A B c v x z F *ᵥ w) = star u ⬝ᵥ (A *ᵥ w) +
      ∑ i, ((F * x i : ℝ) : ℂ) * (star (u i) * w i) +
      ∑ j, (kineticFactor c (v j) (z j) F : ℂ) * (star ((B *ᵥ u) j) * (B *ᵥ w) j) := by
  unfold zoraH
  rw [Matrix.add_mulVec, Matrix.add_mulVec, dotProduct_add, dotProduct_add,
    ← Matrix.mulVec_mulVec, ← Matrix.mulVec_mulVec, Matrix.dotProduct_mulVec (star u) Bᴴ,
    ← Matrix.star_mulVec]
  simp only [dotProduct, mulVec_diagonal, Pi.star_apply]
  refine congrArg₂ (· + ·) (congrArg₂ (· + ·) rfl (Finset.sum_congr rfl fun i _ => ?_))
    (Finset.sum_congr rfl fun j _ => ?_) <;> ring

/-- Exact finite-field identity: for Hermitian `A` and eigenvectors at field strengths `0` and `F`,
with the potential below `2c²` at both, the energy difference times their overlap is `F` times the
field response between them. -/
theorem finite_difference (hA : A.IsHermitian) (hv : ∀ j, v j < 2 * c ^ 2) {F : ℝ}
    (hF : ∀ j, v j + F * z j < 2 * c ^ 2) {u w : n → ℂ} {E₀ E₁ : ℝ}
    (h₀ : zoraH A B c v x z 0 *ᵥ u = (E₀ : ℂ) • u)
    (h₁ : zoraH A B c v x z F *ᵥ w = (E₁ : ℂ) • w) :
    ((E₁ - E₀ : ℝ) : ℂ) * (star u ⬝ᵥ w) = F * fieldResponse B c v x z F u w := by
  -- the field-free Hamiltonian acts to the left on its own eigenvector
  have hl : star u ⬝ᵥ (zoraH A B c v x z 0 *ᵥ w) = E₀ * (star u ⬝ᵥ w) := by
    have hs := Matrix.star_mulVec (zoraH A B c v x z 0) u
    rw [(zoraH_isHermitian hA 0).eq, h₀] at hs
    rw [Matrix.dotProduct_mulVec, ← hs, star_smul, smul_dotProduct, smul_eq_mul,
      show star (E₀ : ℂ) = E₀ from Complex.conj_ofReal E₀]
  have hr : star u ⬝ᵥ (zoraH A B c v x z F *ᵥ w) = E₁ * (star u ⬝ᵥ w) := by
    rw [h₁, dotProduct_smul, smul_eq_mul]
  -- the kinetic factor changes by F times the response factor
  have hk : ∀ j, kineticFactor c (v j) (z j) F =
      kineticFactor c (v j) (z j) 0 + F * responseFactor c (v j) (z j) F := by
    intro j
    have a1 : 2 * c ^ 2 - v j ≠ 0 := (sub_pos.2 (hv j)).ne'
    have a2 : 2 * c ^ 2 - v j - F * z j ≠ 0 := by
      have := hF j
      exact ne_of_gt (by linarith)
    rw [← sub_eq_iff_eq_add']
    unfold kineticFactor responseFactor
    rw [zero_mul, sub_zero, div_sub_div _ _ a2 a1, ← mul_div_assoc]
    congr 1
    ring
  rw [matrixElement] at hl hr
  have e0 : ∑ i, ((0 * x i : ℝ) : ℂ) * (star (u i) * w i) = 0 := by simp
  have e1 : ∑ i, ((F * x i : ℝ) : ℂ) * (star (u i) * w i) =
      F * ∑ i, (x i : ℂ) * (star (u i) * w i) := by
    rw [Finset.mul_sum]
    refine Finset.sum_congr rfl fun i _ => ?_
    rw [Complex.ofReal_mul, mul_assoc]
  have e2 : ∑ j, (kineticFactor c (v j) (z j) F : ℂ) * (star ((B *ᵥ u) j) * (B *ᵥ w) j) =
      ∑ j, (kineticFactor c (v j) (z j) 0 : ℂ) * (star ((B *ᵥ u) j) * (B *ᵥ w) j) +
      F * ∑ j, (responseFactor c (v j) (z j) F : ℂ) *
        (star ((B *ᵥ u) j) * (B *ᵥ w) j) := by
    rw [Finset.mul_sum, ← Finset.sum_add_distrib]
    refine Finset.sum_congr rfl fun j _ => ?_
    rw [hk j, Complex.ofReal_add, Complex.ofReal_mul]
    ring
  rw [e0] at hl
  rw [e1, e2] at hr
  unfold fieldResponse
  rw [Complex.ofReal_sub]
  linear_combination hl - hr

omit [DecidableEq n] [DecidableEq m] in
/-- At zero field the diagonal response is the sum of the perturbation weighted by the densities of
the orbital and of its small component. -/
theorem fieldResponse_self (u : n → ℂ) :
    fieldResponse B c v x z 0 u u =
      ((∑ i, x i * ‖u i‖ ^ 2 + ∑ j, z j * ‖smallComp B c v u j‖ ^ 2 : ℝ) : ℂ) := by
  have hn : ∀ w : ℂ, star w * w = ((‖w‖ ^ 2 : ℝ) : ℂ) := by
    intro w
    rw [← Complex.normSq_eq_norm_sq, mul_comm]
    exact Complex.mul_conj w
  unfold fieldResponse
  simp only [hn]
  rw [Complex.ofReal_add, Complex.ofReal_sum, Complex.ofReal_sum]
  refine congrArg₂ (· + ·) (Finset.sum_congr rfl fun i _ => (Complex.ofReal_mul _ _).symm)
    (Finset.sum_congr rfl fun j _ => ?_)
  rw [← Complex.ofReal_mul]
  congr 1
  simp only [responseFactor, smallComp, norm_div, norm_mul, Complex.norm_real,
    Real.norm_eq_abs, div_pow, mul_pow, sq_abs, zero_mul, sub_zero]
  generalize 2 * c ^ 2 - v j = a
  ring

/-- ZORA field derivative: for Hermitian `A`, potential below `2c²`, and an eigenvector branch
continuous at zero field and normalised there, the energy has slope
`∑ x |f|² + ∑ z |g|²`, with `g` the small component. -/
theorem hasDerivAt_energy (hA : A.IsHermitian) (hv : ∀ j, v j < 2 * c ^ 2)
    {f : ℝ → n → ℂ} {E : ℝ → ℝ} (hf : ContinuousAt f 0) (hunit : star (f 0) ⬝ᵥ f 0 = 1)
    (heig : ∀ᶠ F in 𝓝 0, zoraH A B c v x z F *ᵥ f F = (E F : ℂ) • f F) :
    HasDerivAt E
      (∑ i, x i * ‖f 0 i‖ ^ 2 + ∑ j, z j * ‖smallComp B c v (f 0) j‖ ^ 2) 0 := by
  have hdom : ∀ᶠ F in 𝓝 (0 : ℝ), ∀ j, v j + F * z j < 2 * c ^ 2 := by
    rw [eventually_all]
    intro j
    have hc : ContinuousAt (fun F : ℝ => v j + F * z j) 0 := by fun_prop
    exact hc.eventually_lt continuousAt_const (by simpa using hv j)
  -- overlap and response are continuous at zero field
  have hfi : ∀ i, ContinuousAt (fun F => f F i) 0 := fun i => continuousAt_pi.1 hf i
  have hS : ContinuousAt (fun F => star (f 0) ⬝ᵥ f F) 0 :=
    tendsto_finsetSum _ fun i _ => continuousAt_const.mul (hfi i)
  have hB : ∀ j, ContinuousAt (fun F => (B *ᵥ f F) j) 0 := fun j =>
    tendsto_finsetSum _ fun i _ => continuousAt_const.mul (hfi i)
  have hR : ∀ j, ContinuousAt (fun F => (responseFactor c (v j) (z j) F : ℂ)) 0 := by
    intro j
    have a1 : 2 * c ^ 2 - v j ≠ 0 := (sub_pos.2 (hv j)).ne'
    have hr : ContinuousAt (fun F => responseFactor c (v j) (z j) F) 0 := by
      unfold responseFactor
      exact ContinuousAt.div continuousAt_const (by fun_prop) (by simpa using a1)
    exact Complex.continuous_ofReal.continuousAt.comp hr
  have hQ : ContinuousAt (fun F => fieldResponse B c v x z F (f 0) (f F)) 0 :=
    Tendsto.add
      (tendsto_finsetSum _ fun i _ => continuousAt_const.mul (continuousAt_const.mul (hfi i)))
      (tendsto_finsetSum _ fun j _ => (hR j).mul (continuousAt_const.mul (hB j)))
  have hS0 : star (f 0) ⬝ᵥ f 0 ≠ 0 := by rw [hunit]; exact one_ne_zero
  have hq : ContinuousAt
      (fun F => (fieldResponse B c v x z F (f 0) (f F) / (star (f 0) ⬝ᵥ f F)).re) 0 :=
    Complex.continuous_re.continuousAt.comp (hQ.div hS hS0)
  have hlim := hq.tendsto.mono_left (nhdsWithin_le_nhds (s := {0}ᶜ))
  rw [hunit, div_one, fieldResponse_self, Complex.ofReal_re] at hlim
  -- by the finite-field identity this quotient is the slope of the energy
  rw [hasDerivAt_iff_tendsto_slope]
  refine hlim.congr' ?_
  filter_upwards [self_mem_nhdsWithin, heig.filter_mono nhdsWithin_le_nhds,
    hdom.filter_mono nhdsWithin_le_nhds,
    (hS.eventually_ne hS0).filter_mono nhdsWithin_le_nhds] with F hF he hd hs
  have hF' : F ≠ 0 := hF
  have key := finite_difference hA hv hd heig.self_of_nhds he
  have hquot : fieldResponse B c v x z F (f 0) (f F) / (star (f 0) ⬝ᵥ f F) =
      (((E F - E 0) / F : ℝ) : ℂ) := by
    rw [div_eq_iff hs, Complex.ofReal_div, div_mul_eq_mul_div, key,
      mul_div_cancel_left₀ _ (Complex.ofReal_ne_zero.2 hF')]
  rw [hquot, Complex.ofReal_re, slope_def_field, sub_zero]

/-- Wrong charge: under the hypotheses of the field derivative, adding a constant `s` to the
perturbation everywhere changes the slope of the energy of the same zero-field state by
`s (1 + ‖g‖²)`. -/
theorem uniform_shift (hA : A.IsHermitian) (hv : ∀ j, v j < 2 * c ^ 2) (s : ℝ)
    {f k : ℝ → n → ℂ} {E W : ℝ → ℝ} (hf : ContinuousAt f 0) (hk : ContinuousAt k 0)
    (hunit : star (f 0) ⬝ᵥ f 0 = 1) (hsame : k 0 = f 0)
    (hE : ∀ᶠ F in 𝓝 0, zoraH A B c v x z F *ᵥ f F = (E F : ℂ) • f F)
    (hW : ∀ᶠ F in 𝓝 0, zoraH A B c v (fun i => x i + s) (fun j => z j + s) F *ᵥ k F =
      (W F : ℂ) • k F) :
    deriv W 0 = deriv E 0 + s * (1 + ∑ j, ‖smallComp B c v (f 0) j‖ ^ 2) := by
  have hn : ∑ i, ‖f 0 i‖ ^ 2 = 1 := by
    apply Complex.ofReal_injective
    rw [Complex.ofReal_sum, Complex.ofReal_one]
    refine Eq.trans (Finset.sum_congr rfl fun i _ => ?_) hunit
    rw [← Complex.normSq_eq_norm_sq, Pi.star_apply, mul_comm]
    exact (Complex.mul_conj (f 0 i)).symm
  rw [(hasDerivAt_energy hA hv hk (by rw [hsame]; exact hunit) hW).deriv,
    (hasDerivAt_energy hA hv hf hunit hE).deriv, hsame]
  simp only [add_mul, Finset.sum_add_distrib, ← Finset.mul_sum, hn]
  ring

omit [DecidableEq n] [DecidableEq m] in
/-- For `c ≠ 0` and potential below `2c²`, the excess charge `‖g‖²` is positive exactly when
`B` does not annihilate the orbital. -/
theorem excess_charge_pos_iff (hc : c ≠ 0) (hv : ∀ j, v j < 2 * c ^ 2) (u : n → ℂ) :
    0 < ∑ j, ‖smallComp B c v u j‖ ^ 2 ↔ B *ᵥ u ≠ 0 := by
  constructor
  · intro h hB
    simp [smallComp, hB] at h
  · intro h
    obtain ⟨j, hj⟩ := Function.ne_iff.1 h
    have hg : smallComp B c v u j ≠ 0 :=
      div_ne_zero (mul_ne_zero (Complex.ofReal_ne_zero.2 hc) hj)
        (Complex.ofReal_ne_zero.2 (sub_pos.2 (hv j)).ne')
    exact Finset.sum_pos' (fun _ _ => by positivity)
      ⟨j, Finset.mem_univ j, pow_pos (norm_pos_iff.2 hg) 2⟩

/-- The operator `σ·p` for momentum `p` along the x axis. -/
def sigmaP (p : ℝ) : Matrix (Fin 2) (Fin 2) ℂ := !![0, (p : ℂ); (p : ℂ), 0]

/-- A free spin-1/2 particle of momentum `p` in a uniform potential `F ≠ 2c²` has the ZORA
eigenvector `(1, 0)` with energy `F + p²c² / (2c² - F)`. -/
theorem free_particle_witness (p c F : ℝ) :
    zoraH 0 (sigmaP p) c 0 1 1 F *ᵥ ![1, 0] =
      ((F + p ^ 2 * c ^ 2 / (2 * c ^ 2 - F) : ℝ) : ℂ) • ![1, 0] := by
  ext i
  fin_cases i <;>
    simp [zoraH, sigmaP, kineticFactor, Matrix.mulVec, dotProduct, Fin.sum_univ_two,
      Matrix.mul_apply, Matrix.diagonal_apply]
  ring

/-- For `c ≠ 0` the ZORA energy of the free particle responds to a uniform potential with
slope `1 + p² / (4c²)` at zero potential. -/
theorem free_particle_slope (p : ℝ) {c : ℝ} (hc : c ≠ 0) :
    HasDerivAt (fun F : ℝ => F + p ^ 2 * c ^ 2 / (2 * c ^ 2 - F))
      (1 + p ^ 2 / (4 * c ^ 2)) 0 := by
  have hc' : (c : ℂ) ≠ 0 := Complex.ofReal_ne_zero.2 hc
  have h := hasDerivAt_energy (A := 0) (B := sigmaP p) (c := c) (v := 0) (x := 1) (z := 1)
    (f := fun _ => ![1, 0]) (E := fun F : ℝ => F + p ^ 2 * c ^ 2 / (2 * c ^ 2 - F))
    Matrix.isHermitian_zero (fun j => by rw [Pi.zero_apply]; positivity) continuousAt_const
    (by simp [dotProduct, Fin.sum_univ_two])
    (Eventually.of_forall fun F => free_particle_witness p c F)
  have g0 : smallComp (sigmaP p) c 0 ![1, 0] 0 = 0 := by
    simp [smallComp, sigmaP, Matrix.mulVec, dotProduct, Fin.sum_univ_two]
  have g1 : smallComp (sigmaP p) c 0 ![1, 0] 1 = ((p / (2 * c) : ℝ) : ℂ) := by
    simp [smallComp, sigmaP, Matrix.mulVec, dotProduct, Fin.sum_univ_two]
    field_simp
  refine h.congr_deriv ?_
  simp only [Fin.sum_univ_two, g0, g1, Complex.norm_real, Real.norm_eq_abs, sq_abs]
  simp
  ring

end

end ZoraFiniteField
```

```lean
#print axioms ZoraFiniteField.hasDerivAt_energy
#print axioms ZoraFiniteField.uniform_shift
#print axioms ZoraFiniteField.excess_charge_pos_iff
#print axioms ZoraFiniteField.free_particle_slope
```

```
'ZoraFiniteField.hasDerivAt_energy' depends on axioms: [propext, Classical.choice, Quot.sound]
'ZoraFiniteField.uniform_shift' depends on axioms: [propext, Classical.choice, Quot.sound]
'ZoraFiniteField.excess_charge_pos_iff' depends on axioms: [propext, Classical.choice, Quot.sound]
'ZoraFiniteField.free_particle_slope' depends on axioms: [propext, Classical.choice, Quot.sound]
```

## How the lemmas build the slope

`zoraH_isHermitian` lets H(0) act to the left, and `matrixElement` expands ⟨u, H(F)w⟩ into its three parts. In `finite_difference`, `hl` and `hr` are the two eigenvalue relations, while `hk` is the exact change of the kinetic factor. The final `linear_combination hl - hr` is the subtraction done above.

`fieldResponse_self` evaluates R(0) as the two weighted densities. In `hasDerivAt_energy`, `hdom` keeps the potential below 2c² for small F, and `hS` and `hQ` give continuity of the overlap and of R. The proof takes the real part of their quotient because E is real-valued. `hasDerivAt_iff_tendsto_slope` turns the derivative into a limit of difference quotients, and `finite_difference` identifies these with that real part for small nonzero F.

`uniform_shift` applies the derivative theorem twice and uses Σ |f_i|² = 1. `excess_charge_pos_iff` shows that, for c ≠ 0, ‖g‖² is positive exactly when Bf ≠ 0. `free_particle_witness` verifies the eigenvector by components, and `free_particle_slope` obtains its slope from the general theorem by computing the two entries of g.
